# With 0 and 1 free to read, the gradient of an L-operation polynomial costs at most 4L more operations

Take one input x₀ and one multiplication,

f = x₀ · x₀.

To differentiate f backwards, give it the adjoint 1 and give x₀ the adjoint 0. The product rule sends a contribution to each factor: the adjoint of f times the other factor. Both factors are x₀, so its adjoint grows in two steps:

0 → 0 + 1 · x₀ → x₀ + 1 · x₀ = 2x₀.

This takes two multiplications and two additions, four operations for the original one. Any other input would keep its adjoint 0 and cost nothing. The same accounting, applied to each operation in turn, bounds the cost of the whole gradient by four times the original number of operations, whatever the number of inputs.

For an energy that is polynomial in the coordinates, such as a truncated Taylor expansion of a potential surface, the gradient gives all forces up to sign, at a bounded multiple of the operations for one energy.

## Programs as lists of polynomials

Let R be a commutative ring and let σ label the inputs xᵢ, written `X i` in Lean.

```lean
import Mathlib

open MvPolynomial

namespace CheapGradient

variable {R σ : Type*} [CommRing R]
```

An operation may read a constant from a chosen set K, an input, or a value computed earlier. Reading is free.

```lean
/-- The operands that can be read without cost once the values in `l` are computed:
constants from `K`, the inputs, and the values in `l`. -/
def Available (K : Set R) (l : List (MvPolynomial σ R)) (p : MvPolynomial σ R) : Prop :=
  (∃ c ∈ K, p = C c) ∨ (∃ i, p = X i) ∨ p ∈ l
```

A program is the list of its values, latest first. Each operation adds one entry, a + b or a · b, with both operands available beforehand. The length of the list is therefore the operation count L.

The entries are formal polynomials, and `pderiv i` is the formal derivative ∂ᵢ. Substituting ring elements for the inputs turns each entry into one ring operation. Divisions, roots, exponentials and self-consistency iterations lie beyond this model, and the count ignores memory traffic and rounding.

```lean
/-- A straight-line program, recorded as the list of its computed values, latest first.
Each value is the sum or the product of two operands available before it, so the length
of the list is the number of operations. -/
inductive StraightLine (K : Set R) : List (MvPolynomial σ R) → Prop
  | start : StraightLine K []
  | add {l : List (MvPolynomial σ R)} {a b : MvPolynomial σ R} :
      StraightLine K l → Available K l a → Available K l b → StraightLine K ((a + b) :: l)
  | mul {l : List (MvPolynomial σ R)} {a b : MvPolynomial σ R} :
      StraightLine K l → Available K l a → Available K l b → StraightLine K ((a * b) :: l)
```

## What an adjoint table represents

Let the program values be vₖ. A table holds an adjoint sₖ for each value and an adjoint cᵢ for each input. It represents the vector ω with components

ωᵢ = cᵢ + Σₖ sₖ ∂ᵢvₖ.

`Adjoints K T l ω` says that such a table exists for the values in `l`, with every adjoint available in the running program `T`. The definition peels off the latest value; once the list is empty, the components of ω are themselves the input adjoints.

```lean
/-- The vector `ω` is represented by adjoints available in `T`: it is the vector of input
adjoints plus the sum, over the values in the list, of adjoint times gradient. -/
def Adjoints (K : Set R) (T : List (MvPolynomial σ R)) :
    List (MvPolynomial σ R) → (σ → MvPolynomial σ R) → Prop
  | [], ω => ∀ i, Available K T (ω i)
  | v :: l, ω => ∃ (a : MvPolynomial σ R) (ω' : σ → MvPolynomial σ R),
      Available K T a ∧ Adjoints K T l ω' ∧ ∀ i, ω i = ω' i + a * pderiv i v
```

As the sweep appends operations, nothing already readable is lost. First, an operand available in one list is available in any list containing its values.

```lean
variable {K : Set R} {l T : List (MvPolynomial σ R)} {ω : σ → MvPolynomial σ R}
  {f t b p v : MvPolynomial σ R}

/-- An operand available in a program is available in any list containing its values. -/
theorem Available.mono (h : Available K l p) (hs : l ⊆ T) : Available K T p := by
  rcases h with h | h | h
  · exact Or.inl h
  · exact Or.inr (Or.inl h)
  · exact Or.inr (Or.inr (hs h))
```

In particular, it stays available when a program is continued.

```lean
/-- Continuing a program keeps every operand available. -/
theorem Available.append (h : Available K T p) (m : List (MvPolynomial σ R)) :
    Available K (m ++ T) p :=
  h.mono (fun _ hp => List.mem_append_right m hp)
```

Conversely, an operand available after v has been computed is either v itself or was available before. This lets the proofs search for an operand from the latest value backwards.

```lean
/-- An available operand is the latest value or was available before it. -/
theorem Available.of_cons (h : Available K (v :: l) p) : p = v ∨ Available K l p := by
  rcases h with h | h | h
  · exact Or.inr (Or.inl h)
  · exact Or.inr (Or.inr (Or.inl h))
  · rcases List.mem_cons.mp h with h | h
    · exact Or.inl h
    · exact Or.inr (Or.inr (Or.inr h))
```

A stored table also survives continuation, because each of its adjoints does.

```lean
/-- Continuing a program keeps the stored adjoints valid. -/
theorem Adjoints.append (h : Adjoints K T l ω) (m : List (MvPolynomial σ R)) :
    Adjoints K (m ++ T) l ω := by
  induction l generalizing ω with
  | nil =>
    simp only [Adjoints] at h ⊢
    exact fun i => (h i).append m
  | cons v l ih =>
    simp only [Adjoints] at h ⊢
    obtain ⟨a, ω', ha, h', hω⟩ := h
    exact ⟨a, ω', ha.append m, ih h', hω⟩
```

## Seeding the table with f

If f is a stored value, set its adjoint to 1 and all others to 0:

ωᵢ = 0 + 1 · ∂ᵢf.

If f is the input xⱼ, set cⱼ = 1 and the rest to 0. If f is a constant, every adjoint is 0. No operation is needed, provided that 0 and 1 belong to K.

For R nontrivial, the case L = 0 shows why these constants matter: f = x₀ has derivative 1 with respect to x₀ and 0 with respect to any other input, and no operations are allowed to produce them.

The proof is an induction on the list, with `hz` supplying the all-zero table.

```lean
/-- Seeding: if the constants 0 and 1 may be read, the gradient of an available `f` is
represented by adjoints without any operation. -/
theorem seed (h0 : (0 : R) ∈ K) (h1 : (1 : R) ∈ K) (T : List (MvPolynomial σ R))
    (hf : Available K l f) : Adjoints K T l (fun i => pderiv i f) := by
  have z : Available K T 0 := Or.inl ⟨0, h0, by simp⟩
  have o : Available K T 1 := Or.inl ⟨1, h1, by simp⟩
  have hz : ∀ l', Adjoints K T l' (fun _ => 0) := by
    intro l'
    induction l' with
    | nil => exact fun _ => z
    | cons v l ih =>
      simp only [Adjoints]
      exact ⟨0, _, z, ih, fun i => by simp⟩
  induction l with
  | nil =>
    simp only [Adjoints]
    intro i
    rcases hf with ⟨c, _, rfl⟩ | ⟨j, rfl⟩ | hf
    · simpa using z
    · by_cases hij : j = i
      · subst hij
        rw [pderiv_X_self]
        exact o
      · rw [pderiv_X_of_ne hij]
        exact z
    · simp at hf
  | cons v l ih =>
    simp only [Adjoints]
    rcases hf.of_cons with rfl | hf'
    · exact ⟨1, _, o, hz _, fun i => by simp⟩
    · exact ⟨0, _, z, ih hf', fun i => by simp⟩
```

## One addition per contribution

Suppose t · ∂ᵢb must be added to ωᵢ for every i, where t can already be read and b is an operand. There are three cases:

- b is a constant: ∂ᵢb = 0, and nothing changes.
- b is the input xⱼ: replace cⱼ by cⱼ + t.
- b is a stored value vₖ: replace sₖ by sₖ + t, since sₖ ∂ᵢvₖ + t ∂ᵢvₖ = (sₖ + t) ∂ᵢvₖ.

Only one table entry changes, however many inputs there are, so one addition suffices. In the Lean proof, the empty list handles constants and inputs; the other case either finds b at the head or passes to the tail.

```lean
/-- Accumulation: if `t` is available in the running program, adding `t` times the gradient of an
operand `b` to the represented vector costs at most one operation. -/
theorem accumulate (hT : StraightLine K T) (h : Adjoints K T l ω)
    (ht : Available K T t) (hb : Available K l b) :
    ∃ m : List (MvPolynomial σ R), m.length ≤ 1 ∧ StraightLine K (m ++ T) ∧
      Adjoints K (m ++ T) l (fun i => ω i + t * pderiv i b) := by
  induction l generalizing ω with
  | nil =>
    simp only [Adjoints] at h ⊢
    rcases hb with ⟨c, _, rfl⟩ | ⟨j, rfl⟩ | hb
    · exact ⟨[], by simp, hT, fun i => by simpa using h i⟩
    · refine ⟨[ω j + t], by simp, hT.add (h j) ht, fun i => ?_⟩
      by_cases hij : j = i
      · subst hij
        exact Or.inr (Or.inr (by simp))
      · rw [pderiv_X_of_ne hij, mul_zero, add_zero]
        exact (h i).append _
    · simp at hb
  | cons v l ih =>
    simp only [Adjoints] at h ⊢
    obtain ⟨a, ω', ha, h', hω⟩ := h
    rcases hb.of_cons with rfl | hb'
    · exact ⟨[a + t], by simp, hT.add ha ht, a + t, ω', Or.inr (Or.inr (by simp)),
        h'.append _, fun i => by simp only [hω i]; ring⟩
    · obtain ⟨m, hm, hmT, hmA⟩ := ih h' hb'
      exact ⟨m, hm, hmT, a, _, ha.append m, hmA, fun i => by simp only [hω i]; ring⟩
```

## Removing the latest value

Let the latest value v have adjoint s, and let ω′ be the vector represented by the rest of the table. If v = a + b, then

ωᵢ = ω′ᵢ + s ∂ᵢa + s ∂ᵢb,

and two accumulations remove v, using at most two additions. If v = a · b, then

ωᵢ = ω′ᵢ + (s b) ∂ᵢa + (s a) ∂ᵢb,

which takes two multiplications to form the coefficients and at most two additions to accumulate them.

Both operands were available before v, so the adjoint of each one that is not a constant belongs in the remaining table. The induction removes values until none are left; the input adjoints are then the components of ω. With L′ values remaining after v, the count is at most

4 + 4L′ = 4(L′ + 1).

In Lean, `hl` drives the induction, while `T` is left general because the running program grows. The hypothesis `l ⊆ T` keeps the original values readable for the products s b and s a. The equations named `e` are the two displayed identities, and `omega` checks the count.

```lean
/-- The reverse sweep: let the values of a program `l` all be in the running program `T`. A vector
represented on `l` by adjoints available in `T` is computed by continuing `T` with at most four
operations per step of `l`. -/
theorem reverse_sweep (hl : StraightLine K l) :
    ∀ {T : List (MvPolynomial σ R)} {ω : σ → MvPolynomial σ R},
      StraightLine K T → l ⊆ T → Adjoints K T l ω →
      ∃ m : List (MvPolynomial σ R), m.length ≤ 4 * l.length ∧ StraightLine K (m ++ T) ∧
        ∀ i, Available K (m ++ T) (ω i) := by
  induction hl with
  | start =>
    intro T ω hT _ h
    exact ⟨[], by simp, hT, h⟩
  | @add l a b hl ha hb ih =>
    intro T ω hT hs h
    simp only [Adjoints] at h
    obtain ⟨s, ω', hsT, h', hω⟩ := h
    -- a sum passes its adjoint `s` on to both operands
    obtain ⟨m₁, n₁, p₁, q₁⟩ := accumulate hT h' hsT ha
    obtain ⟨m₂, n₂, p₂, q₂⟩ := accumulate p₁ q₁ (hsT.append m₁) hb
    have hs' : l ⊆ m₂ ++ (m₁ ++ T) := fun p hp =>
      List.mem_append_right _ (List.mem_append_right _ (hs (List.mem_cons_of_mem _ hp)))
    obtain ⟨m₃, n₃, p₃, q₃⟩ := ih p₂ hs' q₂
    refine ⟨m₃ ++ (m₂ ++ m₁), ?_, by simpa only [List.append_assoc] using p₃, fun i => ?_⟩
    · simp only [List.length_append, List.length_cons]
      omega
    · have e : ω i = ω' i + s * pderiv i a + s * pderiv i b := by
        rw [hω i, map_add]
        ring
      rw [e]
      simpa only [List.append_assoc] using q₃ i
  | @mul l a b hl ha hb ih =>
    intro T ω hT hs h
    simp only [Adjoints] at h
    obtain ⟨s, ω', hsT, h', hω⟩ := h
    have hlT : l ⊆ T := fun p hp => hs (List.mem_cons_of_mem _ hp)
    -- a product passes `s * b` to `a` and `s * a` to `b`
    have hT₁ : StraightLine K ([s * b] ++ T) := hT.mul hsT (hb.mono hlT)
    obtain ⟨m₁, n₁, p₁, q₁⟩ :=
      accumulate (t := s * b) hT₁ (h'.append _) (Or.inr (Or.inr (by simp))) ha
    have hT₂ : StraightLine K ([s * a] ++ (m₁ ++ ([s * b] ++ T))) :=
      p₁.mul ((hsT.append _).append _) (((ha.mono hlT).append _).append _)
    obtain ⟨m₂, n₂, p₂, q₂⟩ :=
      accumulate (t := s * a) hT₂ (q₁.append _) (Or.inr (Or.inr (by simp))) hb
    have hs' : l ⊆ m₂ ++ ([s * a] ++ (m₁ ++ ([s * b] ++ T))) := fun p hp =>
      List.mem_append_right _ (List.mem_append_right _
        (List.mem_append_right _ (List.mem_append_right _ (hlT hp))))
    obtain ⟨m₃, n₃, p₃, q₃⟩ := ih p₂ hs' q₂
    refine ⟨m₃ ++ (m₂ ++ ([s * a] ++ (m₁ ++ [s * b]))), ?_,
      by simpa only [List.append_assoc] using p₃, fun i => ?_⟩
    · simp only [List.length_append, List.length_cons, List.length_nil]
      omega
    · have e : ω i = ω' i + s * b * pderiv i a + s * a * pderiv i b := by
        rw [hω i, pderiv_mul]
        ring
      rw [e]
      simpa only [List.append_assoc] using q₃ i
```

## The gradient and one Hessian row

Start the sweep from the seeded table, with the original program as the running program. The continuation `m` has at most 4L operations, and afterwards every ∂ᵢf is available. This is the cheap gradient principle for programs of additions and multiplications. The choice K = {0, 1} is allowed.

```lean
/-- The cheap gradient principle: if the constants 0 and 1 may be read, a program that
computes `f` can be continued by at most four times its number of operations so that all
partial derivatives of `f` are available, whatever the number of inputs. -/
theorem cheap_gradient (h0 : (0 : R) ∈ K) (h1 : (1 : R) ∈ K)
    (hl : StraightLine K l) (hf : Available K l f) :
    ∃ m : List (MvPolynomial σ R), m.length ≤ 4 * l.length ∧ StraightLine K (m ++ l) ∧
      ∀ i, Available K (m ++ l) (pderiv i f) :=
  reverse_sweep hl hl (fun _ hp => hp) (seed h0 h1 l hf)
```

The extended program has at most L + 4L = 5L operations and makes ∂ᵢf available. Applying the theorem again, now to ∂ᵢf, adds at most 4 · 5L = 20L operations and gives every ∂ⱼ∂ᵢf. The total for f, its gradient and row i of its Hessian is at most 25L.

```lean
/-- If the constants 0 and 1 may be read, the program for `f` extends to one that gives `f`,
its gradient and row `i` of its Hessian in at most 25 times the original number of
operations. -/
theorem cheap_hessian_row (h0 : (0 : R) ∈ K) (h1 : (1 : R) ∈ K)
    (hl : StraightLine K l) (hf : Available K l f) (i : σ) :
    ∃ m : List (MvPolynomial σ R), (m ++ l).length ≤ 25 * l.length ∧
      StraightLine K (m ++ l) ∧ Available K (m ++ l) f ∧
      (∀ j, Available K (m ++ l) (pderiv j f)) ∧
      ∀ j, Available K (m ++ l) (pderiv j (pderiv i f)) := by
  obtain ⟨m₁, n₁, p₁, q₁⟩ := cheap_gradient h0 h1 hl hf
  -- differentiate the program that already contains the component `i` of the gradient
  obtain ⟨m₂, n₂, p₂, q₂⟩ := cheap_gradient h0 h1 p₁ (q₁ i)
  refine ⟨m₂ ++ m₁, ?_, ?_, hf.append _, fun j => ?_, fun j => ?_⟩
  · simp only [List.length_append] at n₂ ⊢
    omega
  · simpa only [List.append_assoc] using p₂
  · simpa only [List.append_assoc] using (q₁ j).append m₂
  · simpa only [List.append_assoc] using q₂ j
```

## A harmonic energy in two dimensions

The energy

E = x₀² + x₁²

takes two multiplications and one addition, reading only inputs and earlier values. With L = 3, the gradient theorem gives both components, 2x₀ and 2x₁, within 12 further operations.

```lean
/-- The harmonic energy `x₀² + x₁²` is computed by a straight-line program of three
operations, with 0 and 1 as the only constants allowed. -/
theorem harmonic_witness :
    StraightLine ({0, 1} : Set R)
      [X 0 * X 0 + X 1 * X 1, X 1 * X 1, (X 0 * X 0 : MvPolynomial (Fin 2) R)] := by
  have x : ∀ (l : List (MvPolynomial (Fin 2) R)) (i : Fin 2),
      Available ({0, 1} : Set R) l (X i) := fun l i => Or.inr (Or.inl ⟨i, rfl⟩)
  exact ((StraightLine.start.mul (x _ 0) (x _ 0)).mul (x _ 1) (x _ 1)).add
    (Or.inr (Or.inr (by simp))) (Or.inr (Or.inr (by simp)))

end CheapGradient
```

```lean
#print axioms CheapGradient.cheap_gradient
-- 'CheapGradient.cheap_gradient' depends on axioms: [propext, Classical.choice, Quot.sound]
#print axioms CheapGradient.cheap_hessian_row
-- 'CheapGradient.cheap_hessian_row' depends on axioms: [propext, Classical.choice, Quot.sound]
```
